# In the upper half plane, replacing a Hermitian Hamiltonian $H$ by a Hermitian $K$ changes the Green's function by at most $\|H-K\|/(\operatorname{Im} z)^2$

I treat the full Hamiltonian $H$ and the truncated one $K$ as Hermitian matrices of the same size in an orthonormal basis, and I measure errors in the operator norm. When I drop small long-range matrix elements, $(z-H)^{-1}$ hardly changes at contour points with large $y=\operatorname{Im} z$, but it can change badly close to the real axis. The estimate I know is $\|H-K\|/y^2$, with one factor $1/y$ from each Green's function. Isn't that too pessimistic? It assumes that both factors are at their worst at once.

## Both factors can be close to their worst together

The estimate is correct, and no constant below 1 can be put in front of it for all Hermitian $H$ and $K$. It remains a worst-case statement: if neither matrix has eigenvalues near $\operatorname{Re} z$, the error may stay small as $y\to0$.

Write $G_H=(z-H)^{-1}$ with $y>0$. The inverse exists: if $Hv=zv$ with $v\neq0$, then $v^\dagger Hv$ equals both $z\,v^\dagger v$ and $\bar z\,v^\dagger v$, so $z$ would be real.

Now let $M=z-H$ and $G=G_H$. Since $MG=1$ and $G^\dagger M^\dagger=1$,
$$G-G^\dagger=G^\dagger(M^\dagger-M)G=-2iy\,G^\dagger G,$$
so the spectral function is $i(G-G^\dagger)=2y\,G^\dagger G$. Because $\|G^\dagger G\|=\|G\|^2$ and $\|G^\dagger\|=\|G\|$, taking norms gives $2y\|G\|^2\le2\|G\|$, hence $\|G\|\le1/y$.

Writing $H-K=(z-K)-(z-H)$ and multiplying by $G_H$ on the left and $G_K$ on the right gives the Dyson identity, and with it the bound:
$$G_H-G_K=G_H(H-K)G_K,\qquad \|G_H-G_K\|\le\frac{\|H-K\|}{y^2}.$$

To see that the constant is optimal, put all orbitals at one energy: $H=(\operatorname{Re}z-s)\,1$ and $K=(\operatorname{Re}z+s)\,1$ with $s>0$. Then $\|H-K\|=2s$ and
$$G_H-G_K=\left(\frac1{s+iy}-\frac1{-s+iy}\right)1=\frac{2s}{y^2+s^2}\,1.$$
The ratio of error to bound is $y^2/(y^2+s^2)$, which tends to 1 as $s\to0$. This pair differs by a shift of the orbital energies, but dropping a matrix element can be just as bad. Take two orbitals at energy $\operatorname{Re}z$ with a real coupling $t\neq0$, and let $K$ be $H$ without the coupling. Then $\|H-K\|=|t|$, the error is $|t|/(y\sqrt{y^2+t^2})$, and its ratio to the bound, $y/\sqrt{y^2+t^2}$, tends to 1 as $t\to0$. The Lean proof uses the first pair.

## The error never exceeds $1/y$

For a large difference $H-K$ there is a better estimate. Let $U_H=1-2iyG_H$. The spectral identity gives
$$U_H^\dagger U_H=1-2y\,i(G_H-G_H^\dagger)+4y^2G_H^\dagger G_H=1.$$
Since $2iy(G_H-G_K)=U_K-U_H$ is a difference of two unitaries, its norm is at most 2, and so $\|G_H-G_K\|\le1/y$. This is the smaller of the two bounds once $\|H-K\|>y$.

## What a cutoff does at each energy point

In one kind of density-matrix calculation, one sets matrix elements beyond a cutoff radius to zero in Hermitian pairs, solves $(z_j-K)G_K=1$ at each contour point $z_j$, and sums the results with weights $w_j$. With $y_j=\operatorname{Im}z_j>0$, the truncation changes this sum by at most $\sum_j|w_j|\,\|H-K\|/y_j^2$. The largest absolute row sum of the discarded part is a convenient upper limit for $\|H-K\|$.

Suppose $\|H-K\|=1$ meV. At $y=1$ eV the error is at most $10^{-3}\ \mathrm{eV}^{-1}$. At $y=10$ meV, as in a spectral calculation near the real axis, the bound is $10\ \mathrm{eV}^{-1}$. At $y=0.1$ meV the quadratic bound gives $10^5\ \mathrm{eV}^{-1}$, and the uniform one limits the error to $10^4\ \mathrm{eV}^{-1}$.

These estimates apply to finite, closed, effectively single-particle models with an orthonormal basis. An overlap matrix or a lead self-energy changes the matrix being inverted and needs a separate argument. If orbitals are removed altogether, they can be kept in $K$ as a decoupled block, so that the sizes agree.

## The statement in Lean

The basis is a finite type `n`, a Hamiltonian is a `Matrix n n ℂ`, and `green z H` is the matrix inverse of $z-H$. The scope `Matrix.Norms.L2Operator` selects the operator norm induced by the Euclidean norm. The physical hypotheses are `H.IsHermitian`, `K.IsHermitian` and `0 < z.im`; invertibility is derived from them.

`truncation_error_le` is the quadratic bound and `truncation_error_saturates` the uniform one. `error_constant_iff` fixes $z$, a non-empty basis and a real number `c`, and says that the bound with `c` in front holds for all Hermitian pairs exactly when `1 ≤ c`. Optimality therefore holds at every energy in the upper half plane and at every matrix size from $1\times1$ upwards. With no orbitals at all, both sides vanish and any `c` would do.

```lean
import Mathlib

open Matrix
open scoped Matrix.Norms.L2Operator ComplexOrder

namespace GreenFunctionTruncation

noncomputable section

variable {n : Type*} [Fintype n] [DecidableEq n]

/-- The Green's function `(z - H)⁻¹` of the Hamiltonian matrix `H` at complex energy `z`,
meaningful when `z` is not an eigenvalue of `H`. -/
def green (z : ℂ) (H : Matrix n n ℂ) : Matrix n n ℂ :=
  (z • (1 : Matrix n n ℂ) - H)⁻¹

/-- The Hamiltonian of uncoupled orbitals that all lie at the same real energy `e`. -/
def flatBand (e : ℝ) : Matrix n n ℂ := (e : ℂ) • (1 : Matrix n n ℂ)

/-- For Hermitian `H` and `z` in the upper half plane, `z - H` is invertible. -/
theorem isUnit_det_sub {z : ℂ} (hz : 0 < z.im) {H : Matrix n n ℂ} (hH : H.IsHermitian) :
    IsUnit (z • (1 : Matrix n n ℂ) - H).det := by
  rw [isUnit_iff_ne_zero]
  intro hdet
  obtain ⟨v, hv, hMv⟩ := Matrix.exists_mulVec_eq_zero_iff.mpr hdet
  have hHv : H *ᵥ v = z • v := by
    rw [Matrix.sub_mulVec, Matrix.smul_mulVec, Matrix.one_mulVec] at hMv
    exact (sub_eq_zero.mp hMv).symm
  -- the expectation value of a Hermitian matrix is real
  have h1 : star v ⬝ᵥ (H *ᵥ v) = star (H *ᵥ v) ⬝ᵥ v := by
    rw [Matrix.star_mulVec, hH.eq, Matrix.dotProduct_mulVec]
  rw [hHv, dotProduct_smul, star_smul, smul_dotProduct, smul_eq_mul, smul_eq_mul] at h1
  have hs : star v ⬝ᵥ v ≠ 0 := fun h => hv (dotProduct_star_self_eq_zero.mp h)
  have h2 := congrArg Complex.im (mul_right_cancel₀ hs h1)
  simp only [Complex.star_def, Complex.conj_im] at h2
  linarith

/-- The spectral function `i(G - G†)` of a Hermitian Hamiltonian equals `2 y G†G` at
complex energy with imaginary part `y > 0`. -/
theorem spectral_function {z : ℂ} (hz : 0 < z.im) {H : Matrix n n ℂ} (hH : H.IsHermitian) :
    Complex.I • (green z H - (green z H)ᴴ)
      = (2 * (z.im : ℂ)) • ((green z H)ᴴ * green z H) := by
  have h1 : (z • (1 : Matrix n n ℂ) - H) * green z H = 1 :=
    Matrix.mul_nonsing_inv _ (isUnit_det_sub hz hH)
  have h2 : (green z H)ᴴ * (z • (1 : Matrix n n ℂ) - H)ᴴ = 1 := by
    rw [← Matrix.conjTranspose_mul, h1, Matrix.conjTranspose_one]
  have h3 : (z • (1 : Matrix n n ℂ) - H)ᴴ - (z • (1 : Matrix n n ℂ) - H)
      = (-(2 * (z.im : ℂ) * Complex.I)) • (1 : Matrix n n ℂ) := by
    have hc : -(2 * (z.im : ℂ) * Complex.I) = star z - z := by
      apply Complex.ext <;> simp
      ring
    rw [hc, Matrix.conjTranspose_sub, Matrix.conjTranspose_smul, Matrix.conjTranspose_one,
      hH.eq, sub_smul]
    abel
  have h4 : green z H - (green z H)ᴴ
      = (-(2 * (z.im : ℂ) * Complex.I)) • ((green z H)ᴴ * green z H) := by
    have regroup : ∀ A B M G : Matrix n n ℂ,
        A * B * G - A * (M * G) = A * (B - M) * G := by
      intro A B M G
      rw [mul_sub, sub_mul, mul_assoc A M G]
    calc green z H - (green z H)ᴴ
        = ((green z H)ᴴ * (z • (1 : Matrix n n ℂ) - H)ᴴ) * green z H
          - (green z H)ᴴ * ((z • (1 : Matrix n n ℂ) - H) * green z H) := by
          rw [h1, h2, one_mul, mul_one]
      _ = (green z H)ᴴ * ((z • (1 : Matrix n n ℂ) - H)ᴴ
          - (z • (1 : Matrix n n ℂ) - H)) * green z H := regroup _ _ _ _
      _ = _ := by rw [h3, Matrix.mul_smul, mul_one, Matrix.smul_mul]
  rw [h4, smul_smul]
  congr 1
  linear_combination (-2 * (z.im : ℂ)) * Complex.I_sq

/-- At height `y > 0` above the real axis the Green's function of a Hermitian Hamiltonian
has operator norm at most `1 / y`. -/
theorem norm_green_le {z : ℂ} (hz : 0 < z.im) {H : Matrix n n ℂ} (hH : H.IsHermitian) :
    ‖green z H‖ ≤ 1 / z.im := by
  have e := congrArg norm (spectral_function hz hH)
  have h2 : ‖2 * (z.im : ℂ)‖ = 2 * z.im := by
    rw [norm_mul, Complex.norm_real, Real.norm_of_nonneg hz.le]
    norm_num
  rw [norm_smul, norm_smul, Complex.norm_I, one_mul, h2,
    Matrix.l2_opNorm_conjTranspose_mul_self] at e
  have t := norm_sub_le (green z H) (green z H)ᴴ
  rw [Matrix.l2_opNorm_conjTranspose] at t
  -- now `2 y ‖G‖² ≤ 2 ‖G‖`
  rw [le_div_iff₀ hz]
  rcases (norm_nonneg (green z H)).eq_or_lt with h | h
  · rw [← h, zero_mul]
    exact zero_le_one
  · by_contra hlt
    nlinarith [mul_pos h (sub_pos.2 (not_le.mp hlt))]

/-- Dyson identity: for Hermitian `H`, `K` and `z` in the upper half plane, the Green's
functions differ by `G_H (H - K) G_K`. -/
theorem dyson {z : ℂ} (hz : 0 < z.im) {H K : Matrix n n ℂ}
    (hH : H.IsHermitian) (hK : K.IsHermitian) :
    green z H - green z K = green z H * (H - K) * green z K := by
  have h1 : green z H * (z • (1 : Matrix n n ℂ) - H) = 1 :=
    Matrix.nonsing_inv_mul _ (isUnit_det_sub hz hH)
  have h2 : (z • (1 : Matrix n n ℂ) - K) * green z K = 1 :=
    Matrix.mul_nonsing_inv _ (isUnit_det_sub hz hK)
  have h3 : H - K = (z • (1 : Matrix n n ℂ) - K) - (z • (1 : Matrix n n ℂ) - H) := by abel
  rw [h3, mul_sub, sub_mul, h1, one_mul, mul_assoc, h2, mul_one]

/-- Truncation error bound: replacing a Hermitian Hamiltonian `H` by a Hermitian `K` changes
the Green's function at height `y > 0` by at most `‖H - K‖ / y²` in operator norm. -/
theorem truncation_error_le {z : ℂ} (hz : 0 < z.im) {H K : Matrix n n ℂ}
    (hH : H.IsHermitian) (hK : K.IsHermitian) :
    ‖green z H - green z K‖ ≤ ‖H - K‖ / z.im ^ 2 := by
  have a := norm_green_le hz hH
  have b := norm_green_le hz hK
  rw [dyson hz hH hK]
  calc ‖green z H * (H - K) * green z K‖
      ≤ ‖green z H * (H - K)‖ * ‖green z K‖ := norm_mul_le _ _
    _ ≤ (‖green z H‖ * ‖H - K‖) * ‖green z K‖ :=
        mul_le_mul_of_nonneg_right (norm_mul_le _ _) (norm_nonneg _)
    _ ≤ (1 / z.im * ‖H - K‖) * (1 / z.im) := by gcongr
    _ = ‖H - K‖ / z.im ^ 2 := by field_simp

/-- The Cayley transform `1 - 2 i y G` of a Hermitian Hamiltonian is unitary at complex
energy with imaginary part `y > 0`. -/
theorem cayley_unitary {z : ℂ} (hz : 0 < z.im) {H : Matrix n n ℂ} (hH : H.IsHermitian) :
    (1 - (2 * (z.im : ℂ) * Complex.I) • green z H)ᴴ
      * (1 - (2 * (z.im : ℂ) * Complex.I) • green z H) = 1 := by
  have hs := spectral_function hz hH
  have hc : star (2 * (z.im : ℂ) * Complex.I) = -(2 * (z.im : ℂ) * Complex.I) := by
    apply Complex.ext <;> simp
  have hcc : (2 * (z.im : ℂ) * Complex.I) * (2 * (z.im : ℂ) * Complex.I)
      = -(2 * (z.im : ℂ) * (2 * (z.im : ℂ))) := by
    linear_combination (4 * (z.im : ℂ) ^ 2) * Complex.I_sq
  have expand : ∀ (c : ℂ) (A G : Matrix n n ℂ),
      (1 + c • A) * (1 - c • G) = 1 - c • (G - A) - (c * c) • (A * G) := by
    intro c A G
    simp only [add_mul, mul_sub, one_mul, mul_one, smul_mul_assoc, mul_smul_comm,
      smul_sub, smul_add, smul_smul]
    abel
  rw [Matrix.conjTranspose_sub, Matrix.conjTranspose_one, Matrix.conjTranspose_smul, hc,
    neg_smul, sub_neg_eq_add, expand, hcc, mul_smul, hs, smul_smul, neg_smul]
  abel

/-- However large the difference of two Hermitian Hamiltonians, their Green's functions at
height `y > 0` differ by at most `1 / y` in operator norm. -/
theorem truncation_error_saturates {z : ℂ} (hz : 0 < z.im) {H K : Matrix n n ℂ}
    (hH : H.IsHermitian) (hK : K.IsHermitian) :
    ‖green z H - green z K‖ ≤ 1 / z.im := by
  have key : ∀ A : Matrix n n ℂ, Aᴴ * A = 1 → ‖A‖ ≤ 1 := by
    intro A hA
    have h1 := Matrix.l2_opNorm_conjTranspose_mul_self A
    have h2 := Matrix.l2_opNorm_conjTranspose_mul_self (1 : Matrix n n ℂ)
    rw [hA] at h1
    rw [Matrix.conjTranspose_one, mul_one] at h2
    have h3 : ‖(1 : Matrix n n ℂ)‖ ≤ 1 := by
      by_contra h
      nlinarith [not_le.mp h]
    nlinarith [norm_nonneg A]
  -- the error is a difference of two unitaries, divided by `2 i y`
  have e : (2 * (z.im : ℂ) * Complex.I) • (green z H - green z K)
      = (1 - (2 * (z.im : ℂ) * Complex.I) • green z K)
        - (1 - (2 * (z.im : ℂ) * Complex.I) • green z H) := by
    rw [smul_sub]
    abel
  have hn : ‖2 * (z.im : ℂ) * Complex.I‖ = 2 * z.im := by
    rw [norm_mul, norm_mul, Complex.norm_I, Complex.norm_real, Real.norm_of_nonneg hz.le]
    norm_num
  have t := norm_sub_le (1 - (2 * (z.im : ℂ) * Complex.I) • green z K)
    (1 - (2 * (z.im : ℂ) * Complex.I) • green z H)
  rw [← e, norm_smul, hn] at t
  have a := key _ (cayley_unitary hz hH)
  have b := key _ (cayley_unitary hz hK)
  rw [le_div_iff₀ hz]
  linarith

/-- In a non-empty basis, two flat bands placed at distance `s ≥ 0` below and above `Re z` differ by
`2 s` in operator norm, and their Green's functions at height `y > 0` differ by exactly
`2 s / (y² + s²)` in the same norm. -/
theorem flatBand_error [Nonempty n] {z : ℂ} (hz : 0 < z.im) {s : ℝ} (hs : 0 ≤ s) :
    ‖(flatBand (z.re - s) : Matrix n n ℂ) - flatBand (z.re + s)‖ = 2 * s ∧
    ‖green z (flatBand (z.re - s) : Matrix n n ℂ) - green z (flatBand (z.re + s))‖
      = 2 * s / (z.im ^ 2 + s ^ 2) := by
  have inv : ∀ e : ℝ, z - (e : ℂ) ≠ 0 ∧
      green z (flatBand e : Matrix n n ℂ) = (z - (e : ℂ))⁻¹ • (1 : Matrix n n ℂ) := by
    intro e
    have h : z - (e : ℂ) ≠ 0 := by
      intro h0
      have h1 := congrArg Complex.im h0
      simp only [Complex.sub_im, Complex.ofReal_im, Complex.zero_im, sub_zero] at h1
      exact hz.ne' h1
    refine ⟨h, ?_⟩
    unfold green flatBand
    rw [← sub_smul]
    apply Matrix.inv_eq_right_inv
    rw [Matrix.smul_mul, one_mul, smul_smul, mul_inv_cancel₀ h, one_smul]
  constructor
  · have h : ((z.re - s : ℝ) : ℂ) - ((z.re + s : ℝ) : ℂ) = ((-(2 * s) : ℝ) : ℂ) := by
      push_cast
      ring
    unfold flatBand
    rw [← sub_smul, h, norm_smul, CStarRing.norm_one, mul_one, Complex.norm_real, norm_neg,
      Real.norm_of_nonneg (by positivity)]
  · have ha : z - ((z.re - s : ℝ) : ℂ) = s + z.im * Complex.I := by
      apply Complex.ext <;> simp
    have hb : z - ((z.re + s : ℝ) : ℂ) = -s + z.im * Complex.I := by
      apply Complex.ext <;> simp
    have hd : (z.im : ℂ) ^ 2 + (s : ℂ) ^ 2 ≠ 0 := by
      have h : z.im ^ 2 + s ^ 2 ≠ 0 := by positivity
      exact_mod_cast h
    have na := (inv (z.re - s)).1
    have nb := (inv (z.re + s)).1
    have h : (z - ((z.re - s : ℝ) : ℂ))⁻¹ - (z - ((z.re + s : ℝ) : ℂ))⁻¹
        = ((2 * s / (z.im ^ 2 + s ^ 2) : ℝ) : ℂ) := by
      rw [inv_sub_inv na nb, Complex.ofReal_div, div_eq_div_iff (mul_ne_zero na nb)
        (by push_cast; exact hd), ha, hb]
      push_cast
      linear_combination (-2 * (s : ℂ) * (z.im : ℂ) ^ 2) * Complex.I_sq
    rw [(inv (z.re - s)).2, (inv (z.re + s)).2, ← sub_smul, h, norm_smul,
      CStarRing.norm_one, mul_one, Complex.norm_real, Real.norm_of_nonneg (by positivity)]

/-- At every complex energy with imaginary part `y > 0` and for every non-empty basis, the
bound `c ‖H - K‖ / y²` on the truncation error holds for all Hermitian `H`, `K` if and only
if `c ≥ 1`. -/
theorem error_constant_iff [Nonempty n] {z : ℂ} (hz : 0 < z.im) (c : ℝ) :
    (∀ H K : Matrix n n ℂ, H.IsHermitian → K.IsHermitian →
      ‖green z H - green z K‖ ≤ c * (‖H - K‖ / z.im ^ 2)) ↔ 1 ≤ c := by
  constructor
  · intro h
    by_contra hc
    have hc1 : 0 < 1 - c := sub_pos.2 (not_le.mp hc)
    have herm : ∀ e : ℝ, (flatBand e : Matrix n n ℂ).IsHermitian := by
      intro e
      unfold Matrix.IsHermitian flatBand
      rw [Matrix.conjTranspose_smul, Matrix.conjTranspose_one, Complex.star_def,
        Complex.conj_ofReal]
    -- a splitting small enough to violate the constant `c < 1`
    obtain ⟨s, hs, hs2⟩ : ∃ s : ℝ, 0 < s ∧ s ^ 2 = z.im ^ 2 * ((1 - c) / 2) := by
      refine ⟨z.im * Real.sqrt ((1 - c) / 2), ?_, ?_⟩
      · exact mul_pos hz (Real.sqrt_pos.2 (by linarith))
      · rw [mul_pow, Real.sq_sqrt (by linarith)]
    have h1 := h _ _ (herm (z.re - s)) (herm (z.re + s))
    obtain ⟨e1, e2⟩ := flatBand_error (n := n) hz hs.le
    rw [e1, e2, ← mul_div_assoc, div_le_div_iff₀ (by positivity) (by positivity)] at h1
    have h2 : z.im ^ 2 ≤ c * (z.im ^ 2 + s ^ 2) := by
      have hpos : 0 < 2 * s := by positivity
      refine le_of_mul_le_mul_left ?_ hpos
      linarith
    rw [hs2] at h2
    have h3 : 0 < z.im ^ 2 * (1 - c) * (2 - c) :=
      mul_pos (mul_pos (by positivity) hc1) (by linarith)
    nlinarith
  · intro hc H K hH hK
    exact (truncation_error_le hz hH hK).trans (le_mul_of_one_le_left (by positivity) hc)

end

end GreenFunctionTruncation
```

```lean
#print axioms GreenFunctionTruncation.truncation_error_le
#print axioms GreenFunctionTruncation.truncation_error_saturates
#print axioms GreenFunctionTruncation.error_constant_iff
```

```
'GreenFunctionTruncation.truncation_error_le' depends on axioms: [propext, Classical.choice, Quot.sound]
'GreenFunctionTruncation.truncation_error_saturates' depends on axioms: [propext, Classical.choice, Quot.sound]
'GreenFunctionTruncation.error_constant_iff' depends on axioms: [propext, Classical.choice, Quot.sound]
```

## From the algebra to the code

`isUnit_det_sub` turns a vanishing determinant into a null vector and compares the two values of the expectation value. In `spectral_function`, `h1` and `h2` are $MG=1$ and its adjoint, `h3` computes $M^\dagger-M$, and `h4` assembles the identity. `norm_green_le` takes its norm and treats $\|G\|=0$ separately before cancelling a factor $\|G\|$.

`dyson` follows the subtraction above, and the `calc` block in `truncation_error_le` applies submultiplicativity twice, then inserts $1/y$ for each Green's function. `cayley_unitary` expands $U_H^\dagger U_H$. In `truncation_error_saturates`, `key` shows that a matrix with $A^\dagger A=1$ has norm at most 1, and the triangle inequality does the rest.

`flatBand_error` inverts the two scalar matrices and computes both norms. For the forward direction of `error_constant_iff`, a supposed constant $c<1$ is tested with $s^2=y^2(1-c)/2$. The assumed bound then requires $y^2\le c(y^2+s^2)$, which contradicts $(1-c)(2-c)>0$. The converse follows from `truncation_error_le`, because a factor $c\ge1$ only enlarges the right side.
